# For M references with q amplitudes each, not all of zero weight, a linearized target state leaves (M − 1)q amplitudes free

Take two references with one amplitude each, x and y, and coefficients c_0 and c_1 that are not both zero: the target c_0 x + c_1 y stays the same when (x, y) moves by any multiple of (c_1, −c_0). The Lean file below counts this freedom for M references with q amplitudes each, and determines how many linear conditions are needed to remove it.

```lean
import Mathlib

open Finset ComplexConjugate

namespace MultireferenceAmplitudes

noncomputable section

/-- Linearized cluster amplitudes: one vector of `q` complex amplitudes for each of
`M` reference determinants. -/
abbrev Amplitudes (M q : ℕ) := Fin M → Fin q → ℂ

variable {M q : ℕ}

/-- The linearized multireference ansatz: the amplitude vectors `t μ` of the references,
weighted by the reference coefficients `c μ`, add up to one target state. -/
def targetMap (c : Fin M → ℂ) : Amplitudes M q →ₗ[ℂ] (Fin q → ℂ) where
  toFun t := ∑ μ, c μ • t μ
  map_add' s t := by
    simp only [Pi.add_apply, smul_add, Finset.sum_add_distrib]
  map_smul' a t := by
    simp only [Pi.smul_apply, RingHom.id_apply, Finset.smul_sum]
    exact Finset.sum_congr rfl fun μ _ => smul_comm _ _ _

/-- If some reference coefficient is nonzero, every target state is reached by some choice
of amplitudes. -/
theorem targetMap_surjective {c : Fin M → ℂ} (hc : ∃ μ, c μ ≠ 0) :
    Function.Surjective (targetMap (q := q) c) := by
  obtain ⟨μ, hμ⟩ := hc
  intro r
  -- put the whole target on a single reference
  refine ⟨Pi.single μ ((c μ)⁻¹ • r), ?_⟩
  change ∑ ν, c ν • (Pi.single μ ((c μ)⁻¹ • r) : Amplitudes M q) ν = r
  rw [Finset.sum_eq_single μ]
  · rw [Pi.single_eq_same, smul_inv_smul₀ hμ]
  · intro ν _ h
    rw [Pi.single_eq_of_ne h, smul_zero]
  · intro h
    exact absurd (Finset.mem_univ μ) h

/-- The space of all amplitudes has dimension `M * q`. -/
theorem finrank_amplitudes : Module.finrank ℂ (Amplitudes M q) = M * q := by
  simp [Module.finrank_pi_fintype]

/-- If some reference coefficient is nonzero, every target state `r` is reached, the amplitude
changes that leave the target unchanged form a space of dimension `(M - 1) * q`, and the
solutions for `r` are one solution plus an arbitrary element of that space. -/
theorem undetermined_amplitudes {c : Fin M → ℂ} (hc : ∃ μ, c μ ≠ 0) :
    Function.Surjective (targetMap (q := q) c) ∧
    Module.finrank ℂ (LinearMap.ker (targetMap (q := q) c)) = (M - 1) * q ∧
    ∀ r : Fin q → ℂ, ∃ t₀ : Amplitudes M q, ∀ t : Amplitudes M q,
      targetMap c t = r ↔ t - t₀ ∈ LinearMap.ker (targetMap (q := q) c) := by
  have hs := targetMap_surjective (q := q) hc
  refine ⟨hs, ?_, fun r => ?_⟩
  · -- rank-nullity, with full rank `q`
    have h := LinearMap.finrank_range_add_finrank_ker (targetMap (q := q) c)
    rw [LinearMap.range_eq_top.mpr hs, finrank_top, Module.finrank_fin_fun,
      finrank_amplitudes] at h
    rw [Nat.sub_mul, one_mul]
    omega
  · obtain ⟨t₀, ht₀⟩ := hs r
    refine ⟨t₀, fun t => ?_⟩
    rw [LinearMap.mem_ker, map_sub, ht₀, sub_eq_zero]

/-- If `p` linear sufficiency conditions `S t = s` together with the target equation select
exactly one set of amplitudes, then `p` is at least `(M - 1) * q`. -/
theorem sufficiency_conditions_count {p : ℕ} (c : Fin M → ℂ)
    (S : Amplitudes M q →ₗ[ℂ] (Fin p → ℂ)) (r : Fin q → ℂ) (s : Fin p → ℂ)
    (h : ∃! t : Amplitudes M q, targetMap c t = r ∧ S t = s) :
    (M - 1) * q ≤ p := by
  obtain ⟨t, ⟨ht, hs⟩, hu⟩ := h
  -- the conditions must detect every amplitude change that is invisible in the target
  have inj : Function.Injective (S.domRestrict (LinearMap.ker (targetMap (q := q) c))) := by
    rw [← LinearMap.ker_eq_bot, LinearMap.ker_eq_bot']
    intro k hk
    have hS : S (k : Amplitudes M q) = 0 := hk
    have hT : targetMap c (k : Amplitudes M q) = 0 := LinearMap.mem_ker.mp k.2
    have hk0 := hu (t + k)
      ⟨by rw [map_add, ht, hT, add_zero], by rw [map_add, hs, hS, add_zero]⟩
    exact Subtype.ext (add_eq_left.mp hk0)
  have h1 := LinearMap.finrank_le_finrank_of_injective inj
  have h2 := LinearMap.finrank_range_add_finrank_ker (targetMap (q := q) c)
  have h3 := Submodule.finrank_le (LinearMap.range (targetMap (q := q) c))
  rw [Module.finrank_fin_fun] at h1 h3
  rw [finrank_amplitudes] at h2
  rw [Nat.sub_mul, one_mul]
  omega

/-- Prescribing the amplitudes of all references except one whose coefficient is nonzero
leaves exactly one solution for each target state. -/
theorem existsUnique_of_prescribed {c : Fin M → ℂ} {μ₀ : Fin M} (h : c μ₀ ≠ 0)
    (u : Amplitudes M q) (r : Fin q → ℂ) :
    ∃! t : Amplitudes M q, targetMap c t = r ∧ ∀ ν, ν ≠ μ₀ → t ν = u ν := by
  -- separate the contribution of the free reference
  have split : ∀ t : Amplitudes M q,
      targetMap c t = c μ₀ • t μ₀ + ∑ ν ∈ univ.erase μ₀, c ν • t ν := fun t =>
    (Finset.add_sum_erase _ (fun ν => c ν • t ν) (Finset.mem_univ μ₀)).symm
  have hsum : ∀ t : Amplitudes M q, (∀ ν, ν ≠ μ₀ → t ν = u ν) →
      ∑ ν ∈ univ.erase μ₀, c ν • t ν = ∑ ν ∈ univ.erase μ₀, c ν • u ν := fun t ht =>
    Finset.sum_congr rfl fun ν hν => by rw [ht ν (Finset.ne_of_mem_erase hν)]
  have hupd : ∀ x : Fin q → ℂ, ∑ ν ∈ univ.erase μ₀, c ν • Function.update u μ₀ x ν =
      ∑ ν ∈ univ.erase μ₀, c ν • u ν := fun x =>
    hsum (Function.update u μ₀ x) fun ν hν => Function.update_of_ne hν x u
  refine ⟨Function.update u μ₀ ((c μ₀)⁻¹ • (r - ∑ ν ∈ univ.erase μ₀, c ν • u ν)),
    ⟨?_, fun ν hν => Function.update_of_ne hν _ _⟩, ?_⟩
  · rw [split, hupd, Function.update_self, smul_inv_smul₀ h, sub_add_cancel]
  · rintro t ⟨ht, hu⟩
    funext ν
    by_cases hν : ν = μ₀
    · rw [hν, Function.update_self, ← ht, split t, hsum t hu, add_sub_cancel_right,
        inv_smul_smul₀ h]
    · rw [Function.update_of_ne hν, hu ν hν]

/-- If some reference coefficient is nonzero, the target equation together with the symmetric
conditions `conj (c ν) t_μ = conj (c μ) t_ν` holds exactly for the amplitudes
`t_μ = conj (c μ) r / ∑ |c ν|²`. -/
theorem symmetric_condition_iff {c : Fin M → ℂ} (hc : ∃ μ, c μ ≠ 0)
    (r : Fin q → ℂ) (t : Amplitudes M q) :
    (targetMap c t = r ∧ ∀ μ ν, conj (c ν) • t μ = conj (c μ) • t ν) ↔
      ∀ μ, t μ = (conj (c μ) / ((∑ ν, ‖c ν‖ ^ 2 : ℝ) : ℂ)) • r := by
  have hN : ∑ ν, c ν * conj (c ν) = ((∑ ν, ‖c ν‖ ^ 2 : ℝ) : ℂ) := by
    rw [Complex.ofReal_sum]
    exact Finset.sum_congr rfl fun ν _ => by
      rw [Complex.mul_conj, Complex.normSq_eq_norm_sq]
  have hw : ((∑ ν, ‖c ν‖ ^ 2 : ℝ) : ℂ) ≠ 0 := by
    obtain ⟨μ, hμ⟩ := hc
    exact Complex.ofReal_ne_zero.mpr (Finset.sum_pos' (fun ν _ => sq_nonneg ‖c ν‖)
      ⟨μ, Finset.mem_univ μ, pow_pos (norm_pos_iff.mpr hμ) 2⟩).ne'
  constructor
  · rintro ⟨ht, hp⟩ μ
    -- multiply the condition by `c ν` and sum over all references
    have key : ((∑ ν, ‖c ν‖ ^ 2 : ℝ) : ℂ) • t μ = conj (c μ) • r := by
      rw [← hN, Finset.sum_smul, ← ht]
      change _ = conj (c μ) • ∑ ν, c ν • t ν
      rw [Finset.smul_sum]
      refine Finset.sum_congr rfl fun ν _ => ?_
      rw [mul_smul, hp μ ν]
      exact smul_comm _ _ _
    rw [div_eq_inv_mul, mul_smul, ← key, inv_smul_smul₀ hw]
  · intro h
    constructor
    · calc targetMap c t
          = ∑ μ, c μ • t μ := rfl
        _ = ∑ μ, (c μ * conj (c μ)) • (((∑ ν, ‖c ν‖ ^ 2 : ℝ) : ℂ)⁻¹ • r) :=
            Finset.sum_congr rfl fun μ _ => by
              rw [h μ, smul_smul, smul_smul, div_eq_mul_inv, mul_assoc]
        _ = r := by rw [← Finset.sum_smul, hN, smul_inv_smul₀ hw]
    · intro μ ν
      rw [h μ, h ν, smul_smul, smul_smul]
      congr 1
      ring

end

end MultireferenceAmplitudes
```

```lean
#print axioms MultireferenceAmplitudes.undetermined_amplitudes
#print axioms MultireferenceAmplitudes.sufficiency_conditions_count
#print axioms MultireferenceAmplitudes.existsUnique_of_prescribed
#print axioms MultireferenceAmplitudes.symmetric_condition_iff
```

```
'MultireferenceAmplitudes.undetermined_amplitudes' depends on axioms: [propext, Classical.choice, Quot.sound]
'MultireferenceAmplitudes.sufficiency_conditions_count' depends on axioms: [propext, Classical.choice, Quot.sound]
'MultireferenceAmplitudes.existsUnique_of_prescribed' depends on axioms: [propext, Classical.choice, Quot.sound]
'MultireferenceAmplitudes.symmetric_condition_iff' depends on axioms: [propext, Classical.choice, Quot.sound]
```

## References that share one target space

In the Jeziorski–Monkhorst ansatz of multireference coupled cluster theory, each reference determinant μ carries its own cluster operator and enters with a coefficient c_μ. To first order in the amplitudes, the part of the state outside the reference space is

r = ∑_μ c_μ t_μ.

In the file, `Amplitudes M q` holds one vector t_μ in ℂ^q per reference, `targetMap c` is the sum above as a complex-linear map, and `hc` says that some c_μ is nonzero. The coefficients are fixed numbers and need not be normalised. Excitations from one reference into another are excluded, so the coefficients already determine the part of the state inside the reference space, and "target state" here and in the file means only the remaining part r.

The model assumes that every reference reaches the same q target configurations, with signs absorbed into the amplitudes. Real excitation manifolds overlap only partly, so the count there can differ. The products of amplitudes in the exponential and the equations that determine r and c are also left out. Within this linearized model with fixed coefficients, the result shows why state-specific methods with separate amplitudes for each reference need sufficiency conditions: the target state alone does not fix the amplitudes once M > 1 and q > 0.

## Counting the free amplitudes

Write T for the target map. Choose μ with c_μ ≠ 0, set t_μ = r/c_μ and set all other amplitude vectors to zero. Then T t = r, so T is surjective and has rank q. This is `targetMap_surjective`, where `Pi.single` builds the amplitudes. Rank-nullity gives

q + dim ker T = Mq, hence dim ker T = (M − 1)q.

If t₀ is one solution for r, then T t = r holds exactly when T(t − t₀) = 0. The solutions are therefore t₀ plus an arbitrary kernel element. `undetermined_amplitudes` states all three facts; for M = 1 the kernel is zero and the solution is unique.

## How many sufficiency conditions are needed

Let p linear conditions S t = s, together with T t = r, select exactly one t. If k satisfies T k = 0 and S k = 0, then t + k is also a solution, so k = 0. Thus S is injective on ker T, and dim ker T ≤ p. Since the rank of T is at most q,

Mq = rank T + dim ker T ≤ q + p.

This is `sufficiency_conditions_count`. It needs no assumption on c, and the injectivity step is the intermediate fact `inj`, proved there for S restricted to the kernel.

The bound is attained. Let c_μ₀ ≠ 0 and prescribe t_ν = u_ν for every ν ≠ μ₀, which is (M − 1)q numbers. The remaining vector must be

t_μ₀ = (r − ∑_{ν≠μ₀} c_ν u_ν)/c_μ₀.

`existsUnique_of_prescribed` proves this by splitting off the μ₀ term of the sum; `Function.update` replaces that one entry of u.

## A choice that treats all references alike

Instead of singling out a reference, `symmetric_condition_iff` imposes, for all pairs,

conj(c_ν) t_μ = conj(c_μ) t_ν.

Multiply by c_ν and sum over ν. With N = ∑_ν |c_ν|², this gives

N t_μ = conj(c_μ) ∑_ν c_ν t_ν = conj(c_μ) r.

Since N > 0, t_μ = conj(c_μ) r/N. Conversely, these amplitudes give ∑_μ c_μ conj(c_μ) r/N = r, and both sides of the pair condition equal conj(c_μ) conj(c_ν) r/N. For normalised coefficients, N = 1 and t_μ = conj(c_μ) r.

## Rank-nullity as a sum of natural numbers

Both dimension counts turn on `LinearMap.finrank_range_add_finrank_ker`, which says that the dimensions of range and kernel add up to that of the domain. Mathlib states it as a sum, so no subtraction of natural numbers enters until the end. In the first count, surjectivity turns the range into the whole target space, of dimension q; in the second, `Submodule.finrank_le` supplies only the upper bound q.

The goals contain (M − 1)q, which `Nat.sub_mul` and `one_mul` rewrite as Mq − q. The product Mq then appears in the same form everywhere, and `omega` can treat it as a single unknown in a linear problem.
